# Rowe's equation of motion for an exact eigenstate in finite dimension

To compute excitation energies by the equation-of-motion method, one chooses operators $F_b$, evaluates ground-state expectation values of commutators built from them and the Hamiltonian, and solves a matrix equation $Ac=wNc$ for the excitation energy $w$ and the amplitudes $c$. Suppose that the reference is an exact eigenstate of a finite-dimensional Hamiltonian, and that an exact excitation operator, whose adjoint annihilates this state, lies in the span of the $F_b$. Then Rowe's equation shows that its energy and amplitudes satisfy the matrix equation.

Let $H$ be Hermitian, $H\psi=E\psi$, $Q\psi=0$ and $HQ^\dagger\psi=(E+w)Q^\dagger\psi$. Then, for every operator $R$,
$$\langle\psi,[R,[H,Q^\dagger]]\psi\rangle=w\langle\psi,[R,Q^\dagger]\psi\rangle.$$
The double commutator here is the plain one, not the symmetrised form often used in RPA.

Operators are complex matrices over a finite index type `n`, states are vectors `n → ℂ`, and `Qᴴ` is $Q^\dagger$. The numbers $E$ and $w$ have type `ℂ`; their reality is not assumed.

In Lean 4 with Mathlib:

```lean
import Mathlib

open Matrix
open scoped ComplexOrder

namespace RoweEquationOfMotion

noncomputable section

variable {n : Type*} [Fintype n]

/-- The commutator `[A, B] = A B - B A` of two operators. -/
def comm (A B : Matrix n n ℂ) : Matrix n n ℂ := A * B - B * A

/-- The expectation value `⟨ψ, A ψ⟩`, without normalisation of `ψ`. -/
def expect (ψ : n → ℂ) (A : Matrix n n ℂ) : ℂ := star ψ ⬝ᵥ A *ᵥ ψ
```

`expect` does not normalise $\psi$. Dividing both sides by $\langle\psi,\psi\rangle$, when it is nonzero, gives the usual expectation values.

## The reference is an exact eigenstate: $H\psi=E\psi$

This hypothesis, `hE`, says that $\psi$ is stationary, typically the ground state. Together with $Q\psi=0$ it gives
$$[Q,H]\psi=QH\psi-HQ\psi=E\,Q\psi-0=0.$$
The first lemma is this line, carried out by rewriting.

```lean
/-- If `Q` annihilates an eigenvector `ψ` of `H`, then `[Q, H]` annihilates it too. -/
theorem comm_annihilates {H Q : Matrix n n ℂ} {ψ : n → ℂ} {E : ℂ}
    (hE : H *ᵥ ψ = E • ψ) (hQ : Q *ᵥ ψ = 0) : comm Q H *ᵥ ψ = 0 := by
  rw [comm, Matrix.sub_mulVec, ← Matrix.mulVec_mulVec, ← Matrix.mulVec_mulVec, hE, hQ,
    Matrix.mulVec_smul, hQ, smul_zero, Matrix.mulVec_zero, sub_zero]
```

If $\psi$ is not an eigenvector, the right-hand side of Rowe's equation acquires the extra terms $\langle\psi,RQ^\dagger(E-H)\psi\rangle-\langle\psi,HQ^\dagger R\psi\rangle$, which need not cancel. Practical RPA calculations replace $\psi$ by an approximate reference state, and the hypotheses do not justify that step.

## Nothing to de-excite: $Q\psi=0$

Physically, $\psi$ is the vacuum of the excitation $Q^\dagger$. The adjoint of `hQ` is $\langle\psi|Q^\dagger=0$, so
$$\langle\psi,[R,Q^\dagger]\psi\rangle=\langle\psi,RQ^\dagger\psi\rangle-\langle\psi,Q^\dagger R\psi\rangle=\langle\psi,RQ^\dagger\psi\rangle.$$
In the proof, `hbra` is the vanishing bra.

```lean
/-- If `Q ψ = 0`, only one ordering survives in the commutator with the adjoint of `Q`:
`⟨ψ, [R, Q†] ψ⟩ = ⟨ψ, R Q† ψ⟩`. -/
theorem expect_comm_adjoint {Q : Matrix n n ℂ} {ψ : n → ℂ} (hQ : Q *ᵥ ψ = 0)
    (R : Matrix n n ℂ) : expect ψ (comm R Qᴴ) = star ψ ⬝ᵥ R *ᵥ (Qᴴ *ᵥ ψ) := by
  -- the bra `⟨ψ| Q†` vanishes
  have hbra : star ψ ᵥ* Qᴴ = 0 := by rw [← Matrix.star_mulVec, hQ, star_zero]
  rw [expect, comm, Matrix.sub_mulVec, dotProduct_sub, ← Matrix.mulVec_mulVec,
    ← Matrix.mulVec_mulVec, Matrix.dotProduct_mulVec (star ψ) Qᴴ, hbra, zero_dotProduct,
    sub_zero]
```

Without this condition, the left side of Rowe's equation exceeds the right by $\langle\psi,Q^\dagger(H-E+w)R\psi\rangle$. For real $w$ this also vanishes if $Q\psi$ is an eigenvector with energy $E-w$.

## Real energies and a matching bra: $H$ is Hermitian

Since $H^\dagger=H$, the adjoint of $[Q,H]$ is $[H,Q^\dagger]$; this is `hadj`. By the first lemma $[Q,H]\psi=0$, so the previous lemma applies with $[Q,H]$ in place of $Q$:
$$\langle\psi,[R,[H,Q^\dagger]]\psi\rangle=\langle\psi,R(HQ^\dagger-Q^\dagger H)\psi\rangle=\langle\psi,R(H-E)Q^\dagger\psi\rangle.$$

```lean
/-- For Hermitian `H` with `H ψ = E ψ` and `Q ψ = 0`, the double commutator measures energy
relative to `E`: `⟨ψ, [R, [H, Q†]] ψ⟩ = ⟨ψ, R (H - E) Q† ψ⟩`. -/
theorem expect_double_comm {H Q : Matrix n n ℂ} {ψ : n → ℂ} {E : ℂ} (hH : H.IsHermitian)
    (hE : H *ᵥ ψ = E • ψ) (hQ : Q *ᵥ ψ = 0) (R : Matrix n n ℂ) :
    expect ψ (comm R (comm H Qᴴ)) =
      star ψ ⬝ᵥ R *ᵥ (H *ᵥ (Qᴴ *ᵥ ψ) - E • (Qᴴ *ᵥ ψ)) := by
  -- `[H, Q†]` is the adjoint of `[Q, H]`, which annihilates `ψ`
  have hadj : (comm Q H)ᴴ = comm H Qᴴ := by
    simp only [comm, Matrix.conjTranspose_sub, Matrix.conjTranspose_mul, hH.eq]
  rw [← hadj, expect_comm_adjoint (comm_annihilates hE hQ), hadj, comm, Matrix.sub_mulVec,
    ← Matrix.mulVec_mulVec, ← Matrix.mulVec_mulVec, hE, Matrix.mulVec_smul]
```

For a non-Hermitian $H$ the term $-\langle\psi,HQ^\dagger R\psi\rangle$ can survive. It vanishes whenever $\psi$ is also a left eigenvector.

## The excited state is exact: $HQ^\dagger\psi=(E+w)Q^\dagger\psi$

Here $w$ is the excitation energy, often written $\omega$. The hypothesis `hw` turns $(H-E)Q^\dagger\psi$ into $wQ^\dagger\psi$, so the double commutator gives $w\langle\psi,RQ^\dagger\psi\rangle=w\langle\psi,[R,Q^\dagger]\psi\rangle$.

```lean
/-- **Rowe's equation of motion.** Let `H` be Hermitian, `H ψ = E ψ`, `Q ψ = 0` and
`H Q† ψ = (E + w) Q† ψ`. Then `⟨ψ, [R, [H, Q†]] ψ⟩ = w ⟨ψ, [R, Q†] ψ⟩` for every `R`. -/
theorem rowe_equation {H Q : Matrix n n ℂ} {ψ : n → ℂ} {E w : ℂ} (hH : H.IsHermitian)
    (hE : H *ᵥ ψ = E • ψ) (hQ : Q *ᵥ ψ = 0)
    (hw : H *ᵥ (Qᴴ *ᵥ ψ) = (E + w) • (Qᴴ *ᵥ ψ)) (R : Matrix n n ℂ) :
    expect ψ (comm R (comm H Qᴴ)) = w * expect ψ (comm R Qᴴ) := by
  rw [expect_double_comm hH hE hQ, expect_comm_adjoint hQ, hw, ← sub_smul,
    add_sub_cancel_left, Matrix.mulVec_smul, dotProduct_smul, smul_eq_mul]
```

Given the other hypotheses, this one is also necessary if the equation is to hold for all $R$. Let $v=(H-E-w)Q^\dagger\psi$. The equation says $\langle\psi,Rv\rangle=0$ for every $R$. Choosing $R=|\psi\rangle\langle v|$ gives $\langle v,v\rangle\langle\psi,\psi\rangle=0$, hence $v=0$ when $\psi\neq0$. The next lemma evaluates this $R$ on a vector.

```lean
/-- The operator `|u⟩⟨v|` sends `x` to `⟨v, x⟩ u`. -/
theorem outer_mulVec (u v x : n → ℂ) :
    vecMulVec u (star v) *ᵥ x = (star v ⬝ᵥ x) • u := by
  ext i
  simp only [Matrix.mulVec, dotProduct, Matrix.vecMulVec_apply, Pi.smul_apply, smul_eq_mul,
    Finset.sum_mul]
  exact Finset.sum_congr rfl fun j _ => by ring

/-- Converse: let `H` be Hermitian, `ψ ≠ 0`, `H ψ = E ψ` and `Q ψ = 0`. If the equation of
motion holds for every `R`, then `H Q† ψ = (E + w) Q† ψ`. -/
theorem eigen_of_rowe_equation {H Q : Matrix n n ℂ} {ψ : n → ℂ} {E w : ℂ}
    (hH : H.IsHermitian) (hψ : ψ ≠ 0) (hE : H *ᵥ ψ = E • ψ) (hQ : Q *ᵥ ψ = 0)
    (h : ∀ R, expect ψ (comm R (comm H Qᴴ)) = w * expect ψ (comm R Qᴴ)) :
    H *ᵥ (Qᴴ *ᵥ ψ) = (E + w) • (Qᴴ *ᵥ ψ) := by
  obtain ⟨v, hv⟩ : ∃ v, v = H *ᵥ (Qᴴ *ᵥ ψ) - (E + w) • (Qᴴ *ᵥ ψ) := ⟨_, rfl⟩
  have hv' : v = (H *ᵥ (Qᴴ *ᵥ ψ) - E • (Qᴴ *ᵥ ψ)) - w • (Qᴴ *ᵥ ψ) := by
    rw [hv, add_smul, sub_sub]
  have hR : ∀ R : Matrix n n ℂ, star ψ ⬝ᵥ R *ᵥ v = 0 := by
    intro R
    have h1 := h R
    rw [expect_double_comm hH hE hQ, expect_comm_adjoint hQ] at h1
    rw [hv', Matrix.mulVec_sub, Matrix.mulVec_smul, dotProduct_sub, dotProduct_smul,
      smul_eq_mul, h1, sub_self]
  -- test the residual `v` with `R = |ψ⟩⟨v|`
  have h2 := hR (vecMulVec ψ (star v))
  rw [outer_mulVec, dotProduct_smul, smul_eq_mul] at h2
  have h3 : star v ⬝ᵥ v = 0 :=
    (mul_eq_zero.mp h2).resolve_right fun h0 => hψ (dotProduct_star_self_eq_zero.mp h0)
  exact sub_eq_zero.mp (hv.symm.trans (dotProduct_star_self_eq_zero.mp h3))
```

The assumption $\psi\ne0$ serves only the argument: for $\psi=0$ the conclusion is trivial.

## The excitation creates a state: $Q^\dagger\psi\neq0$

Setting $R=Q$ gives $\langle\psi,[Q,Q^\dagger]\psi\rangle=\langle Q^\dagger\psi,Q^\dagger\psi\rangle$, which is `hN`. This is nonzero, so one may divide by it and read off $w$.

```lean
/-- Under the hypotheses of Rowe's equation and `Q† ψ ≠ 0`, the excitation energy is
`w = ⟨ψ, [Q, [H, Q†]] ψ⟩ / ⟨ψ, [Q, Q†] ψ⟩`. -/
theorem excitation_energy {H Q : Matrix n n ℂ} {ψ : n → ℂ} {E w : ℂ} (hH : H.IsHermitian)
    (hE : H *ᵥ ψ = E • ψ) (hQ : Q *ᵥ ψ = 0)
    (hw : H *ᵥ (Qᴴ *ᵥ ψ) = (E + w) • (Qᴴ *ᵥ ψ)) (hne : Qᴴ *ᵥ ψ ≠ 0) :
    w = expect ψ (comm Q (comm H Qᴴ)) / expect ψ (comm Q Qᴴ) := by
  -- the denominator is the squared norm of the excited state
  have hN : expect ψ (comm Q Qᴴ) = star (Qᴴ *ᵥ ψ) ⬝ᵥ (Qᴴ *ᵥ ψ) := by
    rw [expect_comm_adjoint hQ, Matrix.star_mulVec, Matrix.conjTranspose_conjTranspose,
      Matrix.dotProduct_mulVec (star ψ) Q]
  have h0 : expect ψ (comm Q Qᴴ) ≠ 0 := by
    rw [hN]
    exact fun h => hne (dotProduct_star_self_eq_zero.mp h)
  rw [eq_div_iff h0, rowe_equation hH hE hQ hw]
```

If $Q^\dagger\psi=0$, every $w$ satisfies `hw` and the quotient carries no information.

## The chosen operators suffice: $Q^\dagger=\sum_b c_bF_b$

Put $R=F_a^\dagger$ in Rowe's equation and expand $Q^\dagger$:
$$\sum_b\langle\psi,[F_a^\dagger,[H,F_b]]\psi\rangle c_b=w\sum_b\langle\psi,[F_a^\dagger,F_b]\psi\rangle c_b.$$
These are the rows of $Ac=wNc$. Here $A$ is the whole double-commutator matrix, not the block called $A$ in RPA. In the proof, `hcomm` and `hexp` move the sums outside.

```lean
/-- Under the hypotheses of Rowe's equation, let `Q† = ∑ c_b F_b`. The amplitudes `c` solve
`A c = w N c` with `A_ab = ⟨ψ, [F_a†, [H, F_b]] ψ⟩` and `N_ab = ⟨ψ, [F_a†, F_b] ψ⟩`. -/
theorem secular_equation {ι : Type*} [Fintype ι] {H Q : Matrix n n ℂ} {ψ : n → ℂ} {E w : ℂ}
    (hH : H.IsHermitian) (hE : H *ᵥ ψ = E • ψ) (hQ : Q *ᵥ ψ = 0)
    (hw : H *ᵥ (Qᴴ *ᵥ ψ) = (E + w) • (Qᴴ *ᵥ ψ))
    (F : ι → Matrix n n ℂ) (c : ι → ℂ) (hc : Qᴴ = ∑ b, c b • F b) :
    (Matrix.of fun a b => expect ψ (comm (F a)ᴴ (comm H (F b)))) *ᵥ c =
      w • ((Matrix.of fun a b => expect ψ (comm (F a)ᴴ (F b))) *ᵥ c) := by
  -- commutators and expectation values are linear
  have hcomm : ∀ (R : Matrix n n ℂ) (A : ι → Matrix n n ℂ),
      comm R (∑ b, c b • A b) = ∑ b, c b • comm R (A b) := by
    intro R A
    simp only [comm, Finset.mul_sum, Finset.sum_mul, mul_smul_comm, smul_mul_assoc, smul_sub,
      Finset.sum_sub_distrib]
  let L : Matrix n n ℂ →ₗ[ℂ] ℂ :=
    { toFun := expect ψ
      map_add' := fun A B => by simp only [expect, Matrix.add_mulVec, dotProduct_add]
      map_smul' := fun z A => by
        have hz : (z • A) *ᵥ ψ = z • (A *ᵥ ψ) := by
          ext i
          simp [Matrix.mulVec, dotProduct, Finset.mul_sum, mul_assoc]
        simp only [expect, hz, dotProduct_smul, RingHom.id_apply] }
  have hexp : ∀ A : ι → Matrix n n ℂ,
      expect ψ (∑ b, c b • A b) = ∑ b, c b * expect ψ (A b) := by
    intro A
    have h := map_sum L (fun b => c b • A b) Finset.univ
    simp only [map_smul, smul_eq_mul] at h
    exact h
  ext a
  have h := rowe_equation hH hE hQ hw (F a)ᴴ
  rw [hc] at h
  simp only [hcomm, hexp] at h
  simp only [Matrix.mulVec, dotProduct, Matrix.of_apply, Pi.smul_apply, smul_eq_mul]
  simp only [mul_comm _ (c _)]
  exact h
```

The theorem runs from an exact excitation to a solution $c$, not back. If the $F_b$ do not span $Q^\dagger$, $w$ need not solve the matrix problem.

## Eigenstates that meet the conditions

For an eigenvector $\varphi$ with energy $E+w$, orthogonal to $\psi$, take $Q=|\psi\rangle\langle\varphi|$. Then $Q\psi=\langle\varphi,\psi\rangle\psi=0$ and $Q^\dagger\psi=\langle\psi,\psi\rangle\varphi$, which inherits the energy of $\varphi$.

```lean
/-- If `H φ = (E + w) φ` and `φ` is orthogonal to `ψ`, the operator `Q = |ψ⟩⟨φ|` satisfies
`Q ψ = 0`, `Q† ψ = ⟨ψ, ψ⟩ φ` and `H Q† ψ = (E + w) Q† ψ`. -/
theorem transition_operator {H : Matrix n n ℂ} {ψ φ : n → ℂ} {E w : ℂ}
    (hφ : H *ᵥ φ = (E + w) • φ) (horth : star φ ⬝ᵥ ψ = 0) :
    vecMulVec ψ (star φ) *ᵥ ψ = 0 ∧
    (vecMulVec ψ (star φ))ᴴ *ᵥ ψ = (star ψ ⬝ᵥ ψ) • φ ∧
    H *ᵥ ((vecMulVec ψ (star φ))ᴴ *ᵥ ψ) =
      (E + w) • ((vecMulVec ψ (star φ))ᴴ *ᵥ ψ) := by
  have hadj : (vecMulVec ψ (star φ))ᴴ = vecMulVec φ (star ψ) := by
    ext i j
    simp [Matrix.conjTranspose_apply, Matrix.vecMulVec_apply, mul_comm]
  refine ⟨by rw [outer_mulVec, horth, zero_smul], by rw [hadj, outer_mulVec], ?_⟩
  rw [hadj, outer_mulVec, Matrix.mulVec_smul, hφ, smul_comm]
```

In the two-level instance, the normalised states are $(1,-1)/\sqrt2$ and $(1,1)/\sqrt2$, with energies $-1$ and $1$, so $w=2$. The code uses unnormalised vectors and checks each condition by components.

```lean
/-- A two-level instance of the hypotheses of Rowe's equation, with `E = -1`, `w = 2` and
`Q† ψ ≠ 0`. -/
theorem rowe_equation_witness :
    let H : Matrix (Fin 2) (Fin 2) ℂ := !![0, 1; 1, 0]
    let Q : Matrix (Fin 2) (Fin 2) ℂ := !![1, 1; -1, -1]
    let ψ : Fin 2 → ℂ := ![1, -1]
    H.IsHermitian ∧ H *ᵥ ψ = (-1 : ℂ) • ψ ∧ Q *ᵥ ψ = 0 ∧
      H *ᵥ (Qᴴ *ᵥ ψ) = (-1 + 2 : ℂ) • (Qᴴ *ᵥ ψ) ∧ Qᴴ *ᵥ ψ ≠ 0 := by
  intro H Q ψ
  have hket : Qᴴ *ᵥ ψ = ![2, 2] := by
    ext i
    fin_cases i <;>
      norm_num [Q, ψ, Matrix.mulVec, dotProduct, Fin.sum_univ_succ, Matrix.conjTranspose_apply]
  refine ⟨?_, ?_, ?_, ?_, ?_⟩
  · ext i j
    fin_cases i <;> fin_cases j <;> simp [H, Matrix.conjTranspose_apply]
  · ext i
    fin_cases i <;> norm_num [H, ψ, Matrix.mulVec, dotProduct, Fin.sum_univ_succ]
  · ext i
    fin_cases i <;> norm_num [Q, ψ, Matrix.mulVec, dotProduct, Fin.sum_univ_succ]
  · rw [hket]
    ext i
    fin_cases i <;> norm_num [H, Matrix.mulVec, dotProduct, Fin.sum_univ_succ]
  · rw [hket]
    intro h
    have h0 := congrFun h 0
    norm_num at h0

end

end RoweEquationOfMotion
```

```lean
#print axioms RoweEquationOfMotion.eigen_of_rowe_equation
-- 'RoweEquationOfMotion.eigen_of_rowe_equation' depends on axioms: [propext, Classical.choice, Quot.sound]
#print axioms RoweEquationOfMotion.excitation_energy
-- 'RoweEquationOfMotion.excitation_energy' depends on axioms: [propext, Classical.choice, Quot.sound]
#print axioms RoweEquationOfMotion.secular_equation
-- 'RoweEquationOfMotion.secular_equation' depends on axioms: [propext, Classical.choice, Quot.sound]
#print axioms RoweEquationOfMotion.transition_operator
-- 'RoweEquationOfMotion.transition_operator' depends on axioms: [propext, Classical.choice, Quot.sound]
```
